# A smooth free energy on the real line with one spinodal interval has at most one common tangent

One way to compute the two coexisting compositions of a demixing binary system is to solve two equations for two unknowns, starting from a guess. If the equations had several solutions with distinct compositions, the reported phase boundary could depend on the guess, and a converged pair might not be the equilibrium one. This can happen for a free energy with three wells, the middle one deepest: a line touching the two outer wells can pass above the middle one, and the split it describes is then not the stable state.

Let \(G(x)\) be the molar free energy at composition \(x\), with temperature and pressure fixed. Suppose that \(G\) is twice continuously differentiable on the whole real line, with \(G''<0\) between two points \(s_1<s_2\) and \(G''>0\) outside \([s_1,s_2]\). Then at most one pair \(a<b\) has a common tangent, and any such pair satisfies \(a<s_1\) and \(s_2<b\). Existence is a separate question, since nothing is assumed about the growth of \(G\) at large \(|x|\).

```lean
import Mathlib

open Set

namespace CommonTangentUniqueness
```

## Coexistence as one shared line

The tangent at composition \(a\) is the function

\[
T_a(x)=G(a)+G'(a)(x-a).
\]

If \(x\) is the mole fraction of the second component, \(T_a(0)\) and \(T_a(1)\) are the chemical potentials of the first and second components in a phase of composition \(a\). In Lean, `tangentLine G a x` is \(T_a(x)\) and `deriv G a` is \(G'(a)\).

```lean
/-- The tangent line to the free energy curve `G` at composition `a`, evaluated at `x`. -/
noncomputable def tangentLine (G : ℝ → ℝ) (a x : ℝ) : ℝ := G a + deriv G a * (x - a)
```

Two phases can coexist only if both chemical potentials agree, which means that the lines \(T_a\) and \(T_b\) coincide. `CommonTangent G a b` requires \(T_a(x)=T_b(x)\) for every real \(x\). It allows \(a=b\), the trivial solution; the later theorems exclude this by assuming \(a<b\).

```lean
/-- The tangent lines to `G` at `a` and at `b` are one and the same line. -/
def CommonTangent (G : ℝ → ℝ) (a b : ℝ) : Prop :=
  ∀ x, tangentLine G a x = tangentLine G b x
```

## One interval of instability

Where \(G''<0\), a homogeneous mixture is unstable against small composition fluctuations; where \(G''>0\), it is locally stable. The structure `HasSpinodalRegion` collects the assumptions: smoothness, \(s_1<s_2\), and the two signs. Despite its general name, it demands exactly one unstable interval. `Ioo` is an open interval and `Icc` a closed one, so no sign is prescribed at the spinodal points themselves.

These hypotheses do not include the restriction of composition to \(0\le x\le1\) that holds for a real mixture. A regular-solution free energy, with its logarithmic mixing entropy, is defined on that interval and is not an instance as it stands.

```lean
/-- `G` is twice continuously differentiable, with negative curvature between the spinodal
points `s₁ < s₂` and positive curvature outside `[s₁, s₂]`. -/
structure HasSpinodalRegion (G : ℝ → ℝ) (s₁ s₂ : ℝ) : Prop where
  smooth : ContDiff ℝ 2 G
  lt : s₁ < s₂
  unstable : ∀ x ∈ Ioo s₁ s₂, deriv (deriv G) x < 0
  stable : ∀ x, x ∉ Icc s₁ s₂ → 0 < deriv (deriv G) x
```

## Two equations for the contacts

Setting \(x=0\) and \(x=1\) in \(T_a(x)=T_b(x)\) and subtracting gives equal slopes. Setting \(x=b\) gives the second condition:

\[
G'(a)=G'(b),\qquad G(b)=G(a)+G'(a)(b-a).
\]

Conversely, if both hold, then

\[
T_b(x)=G(a)+G'(a)(b-a)+G'(a)(x-b)=T_a(x).
\]

The theorem states this equivalence. Its proof uses the same three evaluations in one direction and substitution in the other.

```lean
variable {G : ℝ → ℝ} {s₁ s₂ a b : ℝ}

/-- Two points have a common tangent exactly when the slopes of `G` there are equal and the
tangent at the first point passes through the second point of the curve. -/
theorem commonTangent_iff :
    CommonTangent G a b ↔
      deriv G a = deriv G b ∧ G b = G a + deriv G a * (b - a) := by
  constructor
  · intro h
    have h0 := h 0
    have h1 := h 1
    have hb := h b
    simp only [tangentLine] at h0 h1 hb
    exact ⟨by linarith, by linarith⟩
  · rintro ⟨h1, h2⟩ x
    simp only [tangentLine]
    rw [h2, ← h1]
    ring
```

The second equation says that the chord from \(a\) to \(b\) has the slope of the tangent. Chords are related to slopes by the mean value theorem: for \(x<y\) there is a \(c\) with \(x<c<y\) and

\[
G(y)-G(x)=G'(c)(y-x).
\]

Mathlib gives the quotient form, and the lemma clears the denominator.

```lean
/-- Mean value theorem: the chord of a differentiable `G` between `x < y` has the slope of `G`
at some point strictly in between. -/
theorem exists_chord_slope (hG : Differentiable ℝ G) {x y : ℝ} (hxy : x < y) :
    ∃ c ∈ Ioo x y, G y - G x = deriv G c * (y - x) := by
  obtain ⟨c, hc, h⟩ :=
    exists_deriv_eq_slope G hxy hG.continuous.continuousOn hG.differentiableOn
  refine ⟨c, hc, ?_⟩
  rw [h, div_mul_cancel₀ _ (sub_pos.2 hxy).ne']
```

## Three branches of the slope

The sign of \(G''\) makes \(G'\) strictly increasing on \((-\infty,s_1]\), strictly decreasing on \([s_1,s_2]\), and strictly increasing on \([s_2,\infty)\). The spinodal points belong to the branches because \(G'\) is continuous and the sign of its derivative is needed only in the interior. In Lean the outer branches are `Iic s₁` and `Ici s₂`.

```lean
/-- If `G` satisfies `HasSpinodalRegion G s₁ s₂`, its slope strictly increases up to `s₁`, strictly
decreases between the spinodal points, and strictly increases from `s₂` on. -/
theorem slope_branches (h : HasSpinodalRegion G s₁ s₂) :
    StrictMonoOn (deriv G) (Iic s₁) ∧ StrictAntiOn (deriv G) (Icc s₁ s₂) ∧
      StrictMonoOn (deriv G) (Ici s₂) := by
  have hc : Continuous (deriv G) := h.smooth.continuous_deriv (by norm_num)
  refine ⟨strictMonoOn_of_deriv_pos (convex_Iic s₁) hc.continuousOn fun x hx => ?_,
    strictAntiOn_of_deriv_neg (convex_Icc s₁ s₂) hc.continuousOn fun x hx => ?_,
    strictMonoOn_of_deriv_pos (convex_Ici s₂) hc.continuousOn fun x hx => ?_⟩
  · rw [interior_Iic] at hx
    exact h.stable x fun hx' => not_lt_of_ge hx'.1 hx
  · rw [interior_Icc] at hx
    exact h.unstable x hx
  · rw [interior_Ici] at hx
    exact h.stable x fun hx' => not_lt_of_ge hx'.2 hx
```

## Contacts outside the spinodal interval

Let \(a<b\) have a common tangent of slope \(m\). The mean value theorem gives a third point \(c\) between them with

\[
G'(a)=G'(c)=G'(b)=m.
\]

No branch can contain two of these points, because \(G'\) is strictly monotone on each.

Suppose \(a\ge s_1\). If \(c\le s_2\), then \(a\) and \(c\) both lie on the middle branch; if \(c\ge s_2\), then \(c\) and \(b\) both lie on the right branch. Either case is impossible, so \(a<s_1\).

Suppose \(b\le s_2\). If \(c\ge s_1\), then \(c\) and \(b\) share the middle branch; if \(c\le s_1\), then \(a\) and \(c\) share the left one. Hence \(s_2<b\).

In the proof, `hca` is the equality \(G'(c)=G'(a)\), and each `rcases le_total` is one of these case distinctions.

```lean
/-- If `G` satisfies `HasSpinodalRegion G s₁ s₂`, the contact points `a < b` of a common tangent lie
strictly on either side of the spinodal region. -/
theorem contacts_outside_spinodal (h : HasSpinodalRegion G s₁ s₂) (hab : a < b)
    (ht : CommonTangent G a b) : a < s₁ ∧ s₂ < b := by
  obtain ⟨hl, hm, hr⟩ := slope_branches h
  obtain ⟨hs, hv⟩ := commonTangent_iff.1 ht
  -- a third point `c` with the same slope, between the contacts
  obtain ⟨c, ⟨hac, hcb⟩, hc⟩ :=
    exists_chord_slope (h.smooth.differentiable (by norm_num)) hab
  have hca : deriv G c = deriv G a :=
    mul_right_cancel₀ (sub_pos.2 hab).ne' (by linarith)
  -- no monotone branch can hold two of the three points
  constructor
  · by_contra hn
    have ha : s₁ ≤ a := not_lt.mp hn
    rcases le_total c s₂ with h2 | h2
    · have := hm ⟨ha, hac.le.trans h2⟩ ⟨ha.trans hac.le, h2⟩ hac
      linarith
    · have := hr (mem_Ici.2 h2) (mem_Ici.2 (h2.trans hcb.le)) hcb
      linarith
  · by_contra hn
    have hb : b ≤ s₂ := not_lt.mp hn
    rcases le_total s₁ c with h1 | h1
    · have := hm ⟨h1, hcb.le.trans hb⟩ ⟨h1.trans hcb.le, hb⟩ hcb
      linarith
    · have := hl (mem_Iic.2 (hac.le.trans h1)) (mem_Iic.2 h1) hac
      linarith
```

## The line below the curve

Take an interval on which \(G'\) strictly increases, with \(a\) and \(x\neq a\) in it. If \(x>a\), there is a \(c\) between them with

\[
G(x)-T_a(x)=\bigl(G'(c)-G'(a)\bigr)(x-a)>0.
\]

If \(x<a\), the corresponding identity is

\[
G(x)-T_a(x)=\bigl(G'(a)-G'(c)\bigr)(a-x)>0.
\]

So the curve lies strictly above its tangent away from the contact. The condition `D.OrdConnected` says that the set `D` contains everything between any two of its points, which places \(c\) in it. The products given to `nlinarith` are the right-hand sides above.

```lean
/-- On an interval where the slope of a differentiable `G` strictly increases, the curve lies
strictly above each of its tangents away from the point of contact. -/
theorem tangentLine_lt_of_strictMonoOn (hG : Differentiable ℝ G) {D : Set ℝ}
    (hD : D.OrdConnected) (hm : StrictMonoOn (deriv G) D) {x : ℝ} (ha : a ∈ D) (hx : x ∈ D)
    (hne : x ≠ a) : tangentLine G a x < G x := by
  unfold tangentLine
  rcases lt_or_gt_of_ne hne with hlt | hlt
  · obtain ⟨c, hc, he⟩ := exists_chord_slope hG hlt
    have hg := hm (hD.out hx ha ⟨hc.1.le, hc.2.le⟩) ha hc.2
    nlinarith [mul_pos (sub_pos.2 hg) (sub_pos.2 hlt)]
  · obtain ⟨c, hc, he⟩ := exists_chord_slope hG hlt
    have hg := hm ha (hD.out ha hx ⟨hc.1.le, hc.2.le⟩) hc.1
    nlinarith [mul_pos (sub_pos.2 hg) (sub_pos.2 hlt)]
```

For a common tangent with contacts \(a<b\), this settles both outer branches: \(T_a\) is tangent on the left, and \(T_a=T_b\) is tangent on the right.

Now let \(s_1<x<s_2\), and suppose that \(G(x)\le T_a(x)\). The outer branches include \(s_1\) and \(s_2\), so \(T_a(s_1)<G(s_1)\) and \(T_a(s_2)<G(s_2)\). With \(m=G'(a)\), it follows that

\[
G(x)-G(s_1)<m(x-s_1),\qquad G(s_2)-G(x)>m(s_2-x).
\]

The mean value theorem turns these into \(G'(c)<m<G'(d)\) for some \(c\in(s_1,x)\) and \(d\in(x,s_2)\). But \(c<d\), and \(G'\) decreases on the middle branch, a contradiction.

The theorem therefore places the common tangent strictly below \(G\) at every composition except the two contacts. For an overall composition between \(a\) and \(b\), the lever rule gives the split system the free energy \(T_a(x)\), so separation lowers the free energy. In the code, `left` and `right` treat the convex branches, while `k1` and `k2` are the two slope inequalities.

```lean
/-- If `G` satisfies `HasSpinodalRegion G s₁ s₂`, a common tangent with contacts `a < b` lies
strictly below the free energy curve at every composition other than `a` and `b`. -/
theorem commonTangent_below (h : HasSpinodalRegion G s₁ s₂) (hab : a < b)
    (ht : CommonTangent G a b) {x : ℝ} (hxa : x ≠ a) (hxb : x ≠ b) :
    tangentLine G a x < G x := by
  have hG : Differentiable ℝ G := h.smooth.differentiable (by norm_num)
  obtain ⟨hl, hm, hr⟩ := slope_branches h
  obtain ⟨ha, hb⟩ := contacts_outside_spinodal h hab ht
  -- the two convex branches
  have left : ∀ y, y ≤ s₁ → y ≠ a → tangentLine G a y < G y := fun y hy hne =>
    tangentLine_lt_of_strictMonoOn hG ordConnected_Iic hl (mem_Iic.2 ha.le) (mem_Iic.2 hy) hne
  have right : ∀ y, s₂ ≤ y → y ≠ b → tangentLine G a y < G y := fun y hy hne => by
    rw [ht y]
    exact tangentLine_lt_of_strictMonoOn hG ordConnected_Ici hr (mem_Ici.2 hb.le)
      (mem_Ici.2 hy) hne
  rcases le_or_gt x s₁ with h1 | h1
  · exact left x h1 hxa
  rcases le_or_gt s₂ x with h2 | h2
  · exact right x h2 hxb
  -- the concave branch, from the values at its two ends
  by_contra hn
  have hx := not_lt.mp hn
  have e1 := left s₁ le_rfl ha.ne'
  have e2 := right s₂ le_rfl hb.ne
  obtain ⟨c, hc, hce⟩ := exists_chord_slope hG h1
  obtain ⟨d, hd, hde⟩ := exists_chord_slope hG h2
  have hcd := hm ⟨hc.1.le, (hc.2.trans h2).le⟩ ⟨(h1.trans hd.1).le, hd.2.le⟩
    (hc.2.trans hd.1)
  unfold tangentLine at hx e1 e2
  have k1 : deriv G c < deriv G a := by
    by_contra hk
    nlinarith [mul_nonneg (sub_nonneg.2 (not_lt.mp hk)) (sub_pos.2 h1).le]
  have k2 : deriv G a < deriv G d := by
    by_contra hk
    nlinarith [mul_nonneg (sub_nonneg.2 (not_lt.mp hk)) (sub_pos.2 h2).le]
  linarith
```

## Why a second pair is impossible

Let \((a,b)\) and \((c,d)\) be two pairs of contacts, with \(a<b\) and \(c<d\); here \(c\) and \(d\) no longer denote mean-value points. Suppose \(c<a\). Since \(a<s_1<s_2<d\), the order is \(c<a<d\).

Consider the affine function \(L(x)=T_a(x)-T_c(x)\). The line \(T_c\) meets the curve at \(c\) and \(d\), while \(T_a\) lies strictly below the curve at \(c\) and not above it at \(d\), with equality if \(d=b\). Thus \(L(c)<0\) and \(L(d)\le0\). At \(a\) the roles are exchanged: \(T_a(a)=G(a)>T_c(a)\), so \(L(a)>0\). An affine function satisfies

\[
(d-c)L(a)=(d-a)L(c)+(a-c)L(d).
\]

The left side is positive and the right side negative, a contradiction. Exchanging the pairs rules out \(a<c\), so \(a=c\). Then \(G'(b)=G'(a)=G'(d)\), and since \(b\) and \(d\) both lie on the right branch, where \(G'\) is strictly increasing, \(b=d\).

The first part of `commonTangent_unique` locates the contacts of every pair \(a<b\). The second says that the set of such pairs is a `Subsingleton`: any two of its elements are equal, and it may be empty. In the proof, `key` excludes \(c<a\), and its final `nlinarith` combines the three terms of the identity for \(L\).

If a polynomial fitted to computed alloy free energies satisfies these curvature conditions on the whole line, a solver that finds an exact solution with \(a<b\) has found the only one. When \(x\) is a mole fraction, that pair can describe two phases of the mixture only if both contacts lie between 0 and 1.

```lean
/-- If `G` satisfies `HasSpinodalRegion G s₁ s₂`, the contacts `a < b` of any common tangent lie
strictly on either side of the spinodal region, and at most one pair `a < b` has a common tangent.
-/
theorem commonTangent_unique (h : HasSpinodalRegion G s₁ s₂) :
    (∀ a b, a < b → CommonTangent G a b → a < s₁ ∧ s₂ < b) ∧
      {p : ℝ × ℝ | p.1 < p.2 ∧ CommonTangent G p.1 p.2}.Subsingleton := by
  refine ⟨fun a b hab ht => contacts_outside_spinodal h hab ht, ?_⟩
  -- of two common tangents, neither has its left contact further left
  have key : ∀ a b c d : ℝ, a < b → CommonTangent G a b → c < d → CommonTangent G c d →
      ¬ c < a := by
    intro a b c d hab ht hcd ht' hca
    have ha := (contacts_outside_spinodal h hab ht).1
    have hd := (contacts_outside_spinodal h hcd ht').2
    have had : a < d := ha.trans (h.lt.trans hd)
    have h1 := commonTangent_below h hab ht hca.ne (hca.trans hab).ne
    have h2 := commonTangent_below h hcd ht' hca.ne' had.ne
    have h3 : tangentLine G a d ≤ G d := by
      by_cases hdb : d = b
      · rw [ht d, hdb]
        simp [tangentLine]
      · exact (commonTangent_below h hab ht had.ne' hdb).le
    have hv := (commonTangent_iff.1 ht').2
    unfold tangentLine at h1 h2 h3
    rw [hv] at h3
    nlinarith [mul_pos (sub_pos.2 h1) (sub_pos.2 had),
      mul_nonneg (sub_nonneg.2 h3) (sub_pos.2 hca).le,
      mul_pos (sub_pos.2 h2) (sub_pos.2 hcd)]
  rintro ⟨a, b⟩ ⟨hab, ht⟩ ⟨c, d⟩ ⟨hcd, ht'⟩
  dsimp only at hab ht hcd ht'
  have hac : a = c := le_antisymm (not_lt.mp (key a b c d hab ht hcd ht'))
    (not_lt.mp (key c d a b hcd ht' hab ht))
  subst hac
  -- equal slopes on the right branch force equal right contacts
  have hbd : b = d := (slope_branches h).2.2.injOn
    (mem_Ici.2 (contacts_outside_spinodal h hab ht).2.le)
    (mem_Ici.2 (contacts_outside_spinodal h hcd ht').2.le)
    ((commonTangent_iff.1 ht).1.symm.trans (commonTangent_iff.1 ht').1)
  rw [hbd]
```

## A double well that meets the conditions

For \(G(x)=(x^2-3)^2\),

\[
G'(x)=4x^3-12x,\qquad G''(x)=12(x^2-1).
\]

Here \(x\) is not a mole fraction, since it takes negative values; it can be read as a shifted and rescaled composition variable. The curvature is negative between \(-1\) and \(1\) and positive outside \([-1,1]\), so these are the spinodal points. At \(x=\pm\sqrt3\) both \(G\) and \(G'\) vanish, and the common tangent is the horizontal axis. The theorem confirms the curvature conditions and this tangent; by the uniqueness result, no other pair of distinct points has one.

The proof computes the two derivatives as `d1` and `d2`, reads off the signs, and uses \((\sqrt3)^2=3\) to identify the tangent lines.

```lean
/-- The double well `(x² - 3)²` has spinodal points `-1` and `1`, and a common tangent at
`-√3` and `√3`. -/
theorem commonTangent_witness :
    HasSpinodalRegion (fun x : ℝ => (x ^ 2 - 3) ^ 2) (-1) 1 ∧
      CommonTangent (fun x : ℝ => (x ^ 2 - 3) ^ 2) (-√3) (√3) := by
  have d1 : deriv (fun x : ℝ => (x ^ 2 - 3) ^ 2) = fun x => 4 * x ^ 3 - 12 * x :=
    funext fun x => ((((hasDerivAt_pow 2 x).sub_const 3).fun_pow 2).congr_deriv
      (by norm_num; ring)).deriv
  have d2 : ∀ x, deriv (deriv (fun x : ℝ => (x ^ 2 - 3) ^ 2)) x = 12 * x ^ 2 - 12 := by
    intro x
    rw [d1]
    exact ((((hasDerivAt_pow 3 x).const_mul 4).fun_sub
      ((hasDerivAt_id' x).const_mul 12)).congr_deriv (by norm_num; ring)).deriv
  refine ⟨⟨by fun_prop, by norm_num, fun x hx => ?_, fun x hx => ?_⟩, fun x => ?_⟩
  · rw [d2]
    nlinarith [mul_pos (sub_pos.2 hx.1) (sub_pos.2 hx.2)]
  · rw [d2]
    rcases lt_or_ge x (-1) with h1 | h1
    · nlinarith
    · have h2 : 1 < x := by
        by_contra hn
        exact hx ⟨h1, not_lt.mp hn⟩
      nlinarith
  · have hs : √3 ^ 2 = (3 : ℝ) := Real.sq_sqrt (by norm_num)
    simp only [tangentLine, d1]
    linear_combination (-8 * x * √3) * hs

end CommonTangentUniqueness
```

```lean
#print axioms CommonTangentUniqueness.commonTangent_unique
```

```
'CommonTangentUniqueness.commonTangent_unique' depends on axioms: [propext, Classical.choice, Quot.sound]
```
